# At most four distinct rank-one projectors on a qubit can be equiangular

## Projectors defined by their trace

A rank-one projector is taken here to be a Hermitian idempotent matrix of trace one, so neither a state vector nor the matrix rank appears in the definition. For an idempotent matrix the trace equals the rank, and the trace is the quantity that the argument uses. In physical terms $P=|\psi\rangle\langle\psi|$ with $\langle\psi|\psi\rangle=1$, and the overlap of two such projectors is the transition probability
$$\operatorname{tr}(P_jP_k)=|\langle\psi_j|\psi_k\rangle|^2 .$$

A family is equiangular if this number has the same value $c$ for every pair $j\neq k$. The condition $c<1$ says that no two members describe the same state. Without it, one projector could be repeated any number of times with $c=1$.

A generalised measurement (POVM) on a single qubit can have outcomes described by positive multiples of rank-one projectors. If the projectors belonging to different outcomes are distinct and equiangular, the bound allows at most four outcomes.

## The statements in words

`IsRankOneProjector P` contains the three conditions on a complex matrix. `Equiangular P c` says that every `P j` satisfies them and that `(P j * P k).trace` equals the real number `c` whenever `j ≠ k`. The index type `ι` labels the projectors, and `Fintype.card ι` is their number $N$. The type `n` labels the basis states, and its size is the dimension $d$; for the qubit it is `Fin 2`, so matrix indices are 0 and 1.

The main results are these:

- `Equiangular.card_le_sq`: distinct equiangular projectors in dimension $d$ satisfy $N\le d^2$.
- `qubit_card_le_four`: on a qubit, $c<1$ implies $N\le 4$.
- `qubit_four`: if $c<1$ and $N=4$ on a qubit, then $c=1/3$ and $\sum_j P_j=2\cdot\mathbb 1$.
- `tetrahedron_witness`: a family of four with $c=1/3$ exists.

In the first result distinctness is a hypothesis (`Function.Injective P`); in the second it follows from $c<1$. With zero or one projector the overlap condition is empty and $c$ is arbitrary. The bound $d^2$ comes with no claim that it is reached for $d>2$. Measurements are not defined in the file, but the equality case supplies what one needs: the matrices $P_j/2$ are positive and sum to the identity.

## Trace one on a qubit

Let $P^2=P$ on $\mathbb C^2$. The off-diagonal entries of this equation give
$$(P_{00}+P_{11}-1)P_{01}=0,\qquad (P_{00}+P_{11}-1)P_{10}=0,$$
and the difference of the diagonal entries gives
$$(P_{00}+P_{11}-1)(P_{00}-P_{11})=0 .$$
If the trace is not one, then $P_{01}=P_{10}=0$ and $P_{00}=P_{11}$. The remaining equation $P_{00}^2=P_{00}$ leaves only $P=0$ or $P=\mathbb 1$. Conversely, these two matrices have traces 0 and 2. Trace one therefore selects exactly the idempotents other than $0$ and $\mathbb 1$.

## Linear independence and the bound

For two rank-one projectors $P$ and $Q$, Hermiticity and idempotence give
$$\operatorname{tr}\big((P-Q)^\dagger(P-Q)\big)=\operatorname{tr}P-2\operatorname{tr}(PQ)+\operatorname{tr}Q=2-2\operatorname{tr}(PQ).$$
The left side is the sum of the squared moduli of the entries of $P-Q$. If the overlap is one, this sum vanishes and $P=Q$. Conversely, $\operatorname{tr}(PP)=\operatorname{tr}P=1$. Members of an equiangular family with $c<1$ are therefore distinct.

Now take complex coefficients $x_j$. Since $\operatorname{tr}(P_kP_k)=1$ and all other overlaps with $P_k$ are $c$,
$$\operatorname{tr}\Big(\sum_j x_jP_j\,P_k\Big)=x_k+c\sum_{j\ne k}x_j=(1-c)x_k+c\sum_j x_j .$$
Suppose $\sum_j x_jP_j=0$. Its trace gives $\sum_j x_j=0$, and the formula above then gives $(1-c)x_k=0$. For $c\neq1$ every $x_k$ vanishes. If $c=1$ and the projectors are distinct, there can be only one of them, and its coefficient vanishes because the coefficients sum to zero.

The projectors are thus linearly independent in the space of complex $d\times d$ matrices, which has dimension $d^2$. Hence $N\le d^2$, which is $N\le4$ for $d=2$.

## Four projectors fix the overlap

Four independent matrices span the four-dimensional space of $2\times2$ matrices, so $\mathbb 1=\sum_j x_jP_j$ for some coefficients. The trace gives $\sum_j x_j=2$. Multiplying by $P_k$ and taking the trace gives
$$1=(1-c)x_k+2c .$$
Summed over the four values of $k$, this becomes $4=2(1-c)+8c$, so $c=1/3$. Putting this value back gives $x_k=1/2$ for every $k$, and therefore $\sum_jP_j=2\cdot\mathbb 1$.

## The tetrahedron on the Bloch sphere

For a real vector $r=(r_0,r_1,r_2)$ set
$$B(r)=\tfrac12(\mathbb 1+r_0\sigma_x+r_1\sigma_y+r_2\sigma_z)=\tfrac12(\mathbb 1+r\cdot\sigma).$$
This matrix is Hermitian with trace one. If $r\cdot r=1$, then $(r\cdot\sigma)^2=\mathbb 1$, and
$$B(r)^2=\tfrac14(2\cdot\mathbb 1+2\,r\cdot\sigma)=B(r).$$
The Pauli matrices are traceless and satisfy $\operatorname{tr}(\sigma_a\sigma_b)=2\delta_{ab}$, so
$$\operatorname{tr}\big(B(r)B(s)\big)=\tfrac14(2+2\,r\cdot s)=\tfrac12(1+r\cdot s).$$

The four unit vectors
$$\tfrac1{\sqrt3}(1,1,1),\quad \tfrac1{\sqrt3}(1,-1,-1),\quad \tfrac1{\sqrt3}(-1,1,-1),\quad \tfrac1{\sqrt3}(-1,-1,1)$$
have pairwise scalar product $-1/3$. Their projectors have overlap $\tfrac12(1-\tfrac13)=\tfrac13$, so the qubit bound is attained.

## The Lean file

```lean
import Mathlib

open Matrix
open scoped ComplexOrder

namespace EquiangularProjectors

noncomputable section

/-- A rank-one projector: a Hermitian idempotent matrix of trace one. -/
structure IsRankOneProjector {n : Type*} [Fintype n] (P : Matrix n n ℂ) : Prop where
  herm : P.IsHermitian
  idem : P * P = P
  trace_one : P.trace = 1

/-- A family of rank-one projectors whose pairwise overlaps `tr (P_j P_k)` all equal `c`. -/
structure Equiangular {n ι : Type*} [Fintype n] (P : ι → Matrix n n ℂ) (c : ℝ) : Prop where
  proj : ∀ j, IsRankOneProjector (P j)
  overlap : ∀ j k, j ≠ k → (P j * P k).trace = (c : ℂ)

/-- An idempotent matrix on the qubit space has trace one exactly when it is neither zero
nor the identity. -/
theorem qubit_trace_one_iff {P : Matrix (Fin 2) (Fin 2) ℂ} (hP : P * P = P) :
    P.trace = 1 ↔ P ≠ 0 ∧ P ≠ 1 := by
  constructor
  · intro h
    constructor
    · rintro rfl
      simp at h
    · rintro rfl
      norm_num [Matrix.trace_fin_two] at h
  · rintro ⟨h0, h1⟩
    by_contra ht
    rw [Matrix.trace_fin_two] at ht
    have h00 := congrFun (congrFun hP 0) 0
    have h01 := congrFun (congrFun hP 0) 1
    have h10 := congrFun (congrFun hP 1) 0
    have h11 := congrFun (congrFun hP 1) 1
    simp only [Matrix.mul_apply, Fin.sum_univ_two] at h00 h01 h10 h11
    have hs : P 0 0 + P 1 1 - 1 ≠ 0 := sub_ne_zero.mpr ht
    -- a trace other than one forces a multiple of the identity
    have hb : P 0 1 = 0 := (mul_eq_zero.mp (by linear_combination h01 :
      (P 0 0 + P 1 1 - 1) * P 0 1 = 0)).resolve_left hs
    have hc : P 1 0 = 0 := (mul_eq_zero.mp (by linear_combination h10 :
      (P 0 0 + P 1 1 - 1) * P 1 0 = 0)).resolve_left hs
    have had : P 0 0 - P 1 1 = 0 := (mul_eq_zero.mp (by linear_combination h00 - h11 :
      (P 0 0 + P 1 1 - 1) * (P 0 0 - P 1 1) = 0)).resolve_left hs
    have hd : P 1 1 = P 0 0 := (sub_eq_zero.mp had).symm
    have ha : P 0 0 * (P 0 0 - 1) = 0 := by linear_combination h00 - P 1 0 * hb
    rcases mul_eq_zero.mp ha with ha | ha
    · apply h0
      ext i j
      fin_cases i <;> fin_cases j <;> simp [ha, hb, hc, hd]
    · have ha' : P 0 0 = 1 := sub_eq_zero.mp ha
      apply h1
      ext i j
      fin_cases i <;> fin_cases j <;> simp [ha', hb, hc, hd]

section General

variable {n ι : Type*} [Fintype n]

/-- Two rank-one projectors have overlap one exactly when they are equal. -/
theorem overlap_eq_one_iff {P Q : Matrix n n ℂ} (hP : IsRankOneProjector P)
    (hQ : IsRankOneProjector Q) : (P * Q).trace = 1 ↔ P = Q := by
  constructor
  · intro h
    -- the Hilbert-Schmidt distance of P and Q vanishes
    have hD : ((P - Q)ᴴ * (P - Q)).trace = 0 := by
      rw [Matrix.conjTranspose_sub, hP.herm.eq, hQ.herm.eq, Matrix.sub_mul, Matrix.mul_sub,
        Matrix.mul_sub, hP.idem, hQ.idem, Matrix.trace_sub, Matrix.trace_sub, Matrix.trace_sub,
        Matrix.trace_mul_comm Q P, h, hP.trace_one, hQ.trace_one]
      ring
    exact sub_eq_zero.mp (Matrix.trace_conjTranspose_mul_self_eq_zero_iff.mp hD)
  · rintro rfl
    rw [hP.idem, hP.trace_one]

/-- The members of an equiangular family with common overlap below one are distinct. -/
theorem Equiangular.injective {P : ι → Matrix n n ℂ} {c : ℝ} (h : Equiangular P c)
    (hc : c < 1) : Function.Injective P := by
  intro j k hjk
  by_contra hne
  have h1 := h.overlap j k hne
  rw [(overlap_eq_one_iff (h.proj j) (h.proj k)).mpr hjk] at h1
  have h2 : (1 : ℝ) = c := by exact_mod_cast h1
  linarith

variable [Fintype ι]

/-- The overlap of a linear combination of equiangular projectors with the member `P_k`
is `(1 - c) x_k + c ∑ x_j`. -/
theorem Equiangular.trace_combination_mul {P : ι → Matrix n n ℂ} {c : ℝ}
    (h : Equiangular P c) (x : ι → ℂ) (k : ι) :
    ((∑ j, x j • P j) * P k).trace = (1 - c) * x k + c * ∑ j, x j := by
  classical
  have hjk : ∀ j, (P j * P k).trace = (c : ℂ) + if j = k then 1 - (c : ℂ) else 0 := by
    intro j
    by_cases hj : j = k
    · subst hj
      rw [(h.proj j).idem, (h.proj j).trace_one, if_pos rfl]
      ring
    · rw [h.overlap j k hj, if_neg hj, add_zero]
  rw [Finset.sum_mul, Matrix.trace_sum]
  simp only [Matrix.smul_mul, Matrix.trace_smul, smul_eq_mul, hjk, mul_add,
    Finset.sum_add_distrib, mul_ite, mul_zero, Finset.sum_ite_eq', Finset.mem_univ, if_true]
  rw [← Finset.sum_mul]
  ring

/-- Distinct equiangular rank-one projectors are linearly independent matrices. -/
theorem Equiangular.linearIndependent {P : ι → Matrix n n ℂ} {c : ℝ}
    (h : Equiangular P c) (hinj : Function.Injective P) : LinearIndependent ℂ P := by
  rw [Fintype.linearIndependent_iff]
  intro x hx k
  -- the trace shows that the coefficients sum to zero
  have hsum : ∑ j, x j = 0 := by
    have ht := congrArg Matrix.trace hx
    simpa only [Matrix.trace_sum, Matrix.trace_smul, (h.proj _).trace_one, smul_eq_mul,
      mul_one, Matrix.trace_zero] using ht
  have hk := h.trace_combination_mul x k
  rw [hx, Matrix.zero_mul, Matrix.trace_zero, hsum, mul_zero, add_zero] at hk
  rcases mul_eq_zero.mp hk.symm with hc | hxk
  · -- overlap one leaves room for a single projector only
    have hc1 : (c : ℂ) = 1 := (sub_eq_zero.mp hc).symm
    have hall : ∀ j, j = k := by
      intro j
      by_contra hj
      exact hj (hinj ((overlap_eq_one_iff (h.proj j) (h.proj k)).mp
        ((h.overlap j k hj).trans hc1)))
    rw [← hsum]
    exact (Finset.sum_eq_single k (fun j _ hj => absurd (hall j) hj)
      (fun hk' => absurd (Finset.mem_univ k) hk')).symm
  · exact hxk

/-- In dimension `d` there are at most `d ^ 2` distinct equiangular rank-one projectors. -/
theorem Equiangular.card_le_sq {P : ι → Matrix n n ℂ} {c : ℝ}
    (h : Equiangular P c) (hinj : Function.Injective P) :
    Fintype.card ι ≤ Fintype.card n ^ 2 := by
  have hle := (h.linearIndependent hinj).fintype_card_le_finrank
  rw [Module.finrank_matrix, Module.finrank_self, mul_one] at hle
  rwa [pow_two]

/-- At most four rank-one projectors on the qubit space can share one pairwise overlap
`c < 1`. -/
theorem qubit_card_le_four {P : ι → Matrix (Fin 2) (Fin 2) ℂ} {c : ℝ}
    (h : Equiangular P c) (hc : c < 1) : Fintype.card ι ≤ 4 := by
  have hle := h.card_le_sq (h.injective hc)
  rw [Fintype.card_fin] at hle
  omega

/-- Four equiangular qubit projectors with overlap below one have overlap `1/3`, and they
sum to twice the identity. -/
theorem qubit_four {P : ι → Matrix (Fin 2) (Fin 2) ℂ} {c : ℝ}
    (h : Equiangular P c) (hc : c < 1) (hcard : Fintype.card ι = 4) :
    c = 1 / 3 ∧ ∑ j, P j = (2 : ℂ) • (1 : Matrix (Fin 2) (Fin 2) ℂ) := by
  have hfin : Fintype.card ι = Module.finrank ℂ (Matrix (Fin 2) (Fin 2) ℂ) := by
    rw [Module.finrank_matrix, Module.finrank_self, Fintype.card_fin, hcard]
  have hspan := (h.linearIndependent (h.injective hc)).span_eq_top_of_card_eq_finrank' hfin
  -- expand the identity in the four projectors
  have hmem : (1 : Matrix (Fin 2) (Fin 2) ℂ) ∈ Submodule.span ℂ (Set.range P) := by
    rw [hspan]
    exact Submodule.mem_top
  obtain ⟨x, hx⟩ := (Submodule.mem_span_range_iff_exists_fun ℂ).mp hmem
  have hsum : ∑ j, x j = 2 := by
    have ht := congrArg Matrix.trace hx
    simp only [Matrix.trace_sum, Matrix.trace_smul, (h.proj _).trace_one, smul_eq_mul,
      mul_one, Matrix.trace_one, Fintype.card_fin] at ht
    exact_mod_cast ht
  have hk : ∀ k, (1 : ℂ) = (1 - c) * x k + c * 2 := by
    intro k
    have hk' := h.trace_combination_mul x k
    rwa [hx, Matrix.one_mul, (h.proj k).trace_one, hsum] at hk'
  have htot : ∑ _k : ι, (1 : ℂ) = ∑ k, ((1 - c) * x k + c * 2) :=
    Finset.sum_congr rfl fun k _ => hk k
  rw [Finset.sum_add_distrib, ← Finset.mul_sum, hsum] at htot
  simp only [Finset.sum_const, Finset.card_univ, hcard, nsmul_eq_mul] at htot
  push_cast at htot
  have hc3 : (c : ℂ) = 1 / 3 := by linear_combination -htot / 6
  have hxk : ∀ k, x k = 1 / 2 := fun k => by
    linear_combination (-3 / 2) * hk k + (3 / 2 * x k - 3) * hc3
  constructor
  · have hre := congrArg Complex.re hc3
    norm_num at hre
    linarith
  · rw [← hx, Finset.smul_sum]
    refine Finset.sum_congr rfl fun k _ => ?_
    rw [hxk k, smul_smul]
    norm_num

end General

/-- The qubit matrix `(1 + r · σ) / 2` with Bloch vector `r`. -/
def blochMatrix (r : Fin 3 → ℝ) : Matrix (Fin 2) (Fin 2) ℂ :=
  !![(1 + (r 2 : ℂ)) / 2, ((r 0 : ℂ) - r 1 * Complex.I) / 2;
     ((r 0 : ℂ) + r 1 * Complex.I) / 2, (1 - (r 2 : ℂ)) / 2]

/-- The overlap of two Bloch matrices is `(1 + r · s) / 2`. -/
theorem trace_bloch_mul (r s : Fin 3 → ℝ) :
    (blochMatrix r * blochMatrix s).trace = (((1 + r ⬝ᵥ s) / 2 : ℝ) : ℂ) := by
  simp only [blochMatrix, Matrix.mul_fin_two, Matrix.trace_fin_two_of, dotProduct,
    Fin.sum_univ_three]
  push_cast
  linear_combination (-(r 1 : ℂ) * s 1 / 2) * Complex.I_sq

/-- A Bloch vector of unit length gives a rank-one projector. -/
theorem bloch_isRankOneProjector {r : Fin 3 → ℝ} (hr : r ⬝ᵥ r = 1) :
    IsRankOneProjector (blochMatrix r) := by
  have hrc : (r 0 : ℂ) * r 0 + r 1 * r 1 + r 2 * r 2 = 1 := by
    simp only [dotProduct, Fin.sum_univ_three] at hr
    exact_mod_cast hr
  have key : ∀ {a b c d a' b' c' d' : ℂ}, a = a' → b = b' → c = c' → d = d' →
      !![a, b; c, d] = !![a', b'; c', d'] := by
    intro a b c d a' b' c' d' h1 h2 h3 h4
    rw [h1, h2, h3, h4]
  refine ⟨?_, ?_, ?_⟩
  · refine Matrix.IsHermitian.ext fun i j => ?_
    fin_cases i <;> fin_cases j <;> simp [blochMatrix]
    all_goals ring
  · unfold blochMatrix
    rw [Matrix.mul_fin_two]
    refine key ?_ ?_ ?_ ?_
    · linear_combination hrc / 4 - (r 1 : ℂ) ^ 2 / 4 * Complex.I_sq
    · ring
    · ring
    · linear_combination hrc / 4 - (r 1 : ℂ) ^ 2 / 4 * Complex.I_sq
  · simp only [blochMatrix, Matrix.trace_fin_two_of]
    ring

/-- Four alternating corners of a cube, the corners of a regular tetrahedron. -/
def corner : Fin 4 → Fin 3 → ℝ :=
  ![![1, 1, 1], ![1, -1, -1], ![-1, 1, -1], ![-1, -1, 1]]

/-- The four Bloch matrices pointing to the corners of a regular tetrahedron are equiangular
rank-one projectors with overlap `1/3`. -/
theorem tetrahedron_witness :
    Equiangular (fun j => blochMatrix ((√3)⁻¹ • corner j)) (1 / 3) := by
  have hs : (√3)⁻¹ * (√3)⁻¹ = (1 / 3 : ℝ) := by
    rw [← mul_inv, Real.mul_self_sqrt (by norm_num)]
    norm_num
  have hcor : ∀ j k, corner j ⬝ᵥ corner k = if j = k then 3 else -1 := by
    intro j k
    fin_cases j <;> fin_cases k <;>
      norm_num [corner, dotProduct, Fin.sum_univ_three] <;> simp <;> norm_num
  have hdot : ∀ j k, ((√3)⁻¹ • corner j) ⬝ᵥ ((√3)⁻¹ • corner k)
      = 1 / 3 * (if j = k then 3 else -1) := by
    intro j k
    rw [smul_dotProduct, dotProduct_smul, smul_eq_mul, smul_eq_mul, ← mul_assoc, hs, hcor]
  refine ⟨fun j => bloch_isRankOneProjector ?_, fun j k hjk => ?_⟩
  · rw [hdot, if_pos rfl]
    norm_num
  · rw [trace_bloch_mul, hdot, if_neg hjk]
    norm_num

end

end EquiangularProjectors
```

```lean
#print axioms EquiangularProjectors.qubit_trace_one_iff
-- 'EquiangularProjectors.qubit_trace_one_iff' depends on axioms: [propext, Classical.choice, Quot.sound]
#print axioms EquiangularProjectors.qubit_card_le_four
-- 'EquiangularProjectors.qubit_card_le_four' depends on axioms: [propext, Classical.choice, Quot.sound]
#print axioms EquiangularProjectors.qubit_four
-- 'EquiangularProjectors.qubit_four' depends on axioms: [propext, Classical.choice, Quot.sound]
```

## How the proof follows the derivation

`qubit_trace_one_iff` reads off the four entries of `P * P = P`. The first three uses of `linear_combination` produce the factorised equations above, and `hs` cancels the factor that is nonzero when the trace differs from one. The fourth gives $P_{00}(P_{00}-1)=0$, which leaves the zero matrix and the identity. The later theorems do not use this result; it supports the definition.

In `overlap_eq_one_iff`, the rewriting expands the squared distance between the two projectors. A Mathlib lemma then says that $\operatorname{tr}(A^\dagger A)=0$ only for $A=0$. `Equiangular.injective` applies the result to two equal members with different labels: their overlap would be one, against `c < 1`.

`Equiangular.trace_combination_mul` writes the overlap as $c+(1-c)\delta_{jk}$ in the step `hjk`, after which the sum splits into the two terms of the formula. `Equiangular.linearIndependent` takes the trace of the vanishing combination to get `hsum`, then uses this formula to reach $(1-c)x_k=0$. The case split on that product treats $c=1$ separately, where `hall` shows that every label equals `k`. `Equiangular.card_le_sq` compares the number of independent matrices with the dimension of the matrix space, and `qubit_card_le_four` sets $d=2$.

In `qubit_four`, `hspan` states that the four projectors span the space, and `obtain` extracts the coefficients of the identity. The equations for $\sum_jx_j$ and for each $x_k$ are `hsum` and `hk`. Summing the latter gives `htot`, from which `hc3` and `hxk` obtain $c=1/3$ and $x_k=1/2$.

For the example, `trace_bloch_mul` and `bloch_isRankOneProjector` work with explicit matrix entries, using $i^2=-1$ in place of the Pauli algebra. In `tetrahedron_witness`, `hcor` computes the scalar products of the unnormalised corners, 3 on the diagonal and $-1$ elsewhere. The step `hdot` includes the factor $1/3$ from normalisation, and the two Bloch lemmas then give the projector property and the overlap.
